# The Morse ground state $\psi = \exp(-Ax - Be^{-x})$ with energy $-A^2$

## Question

Take units with $\hbar^2/2m = 1$ and real functions on the line. For $A, B > 0$ let

$$V(x) = B^2 e^{-2x} - B(2A+1)\,e^{-x}, \qquad H\varphi = -\varphi'' + V\varphi, \qquad \psi(x) = \exp\!\left(-Ax - Be^{-x}\right).$$

The claim is that $\psi$ is the ground state of this Morse well: $H\psi = -A^2\psi$, $\psi$ has no nodes, $\psi'$ vanishes only at $x = \log(B/A)$, and $\psi$ is normalisable. How can this be stated and proved in Lean 4 with Mathlib, and how much of "ground state" does the proof establish?

## Answer

### Modelling choices

Functions are of type `ℝ → ℝ`. The definitions `potential`, `superpotential` and `psi` are $V$, $W(x) = A - Be^{-x}$ and $\psi$, for arbitrary real $A$ and $B$; positivity of the parameters is a hypothesis only of the theorems that use it. The length unit is chosen so that the exponent in the potential is $-x$, and $\psi$ is left unnormalised. The Hamiltonian is a pointwise differential expression, `-deriv (deriv φ) x + potential A B x * φ x`, and not an operator with a domain in a Hilbert space.

The usual statement about the Morse ground state includes that $-A^2$ is the bottom of the spectrum of a self-adjoint operator on $L^2(\mathbb{R})$ and a simple eigenvalue; the file proves less, namely the four listed properties of $\psi$ and a lower bound $-A^2$ on the energy of continuously differentiable trial functions that vanish at the ends of a finite interval and are normalised on it. The Morse well is a one-dimensional model of bond stretching in a diatomic molecule, here without rotation, and a closed-form eigenfunction in that model gives an exact value against which a numerical solver of the one-dimensional Schrödinger equation can be checked.

### Derivation by hand

The superpotential has $W' = Be^{-x}$, and expanding the square gives the Riccati identity

$$W^2 - W' = A^2 - 2AB\,e^{-x} + B^2 e^{-2x} - Be^{-x} = V + A^2 .$$

The exponent of $\psi$ has derivative $-A + Be^{-x} = -W$, so $\psi' = -W\psi$. Differentiating once more,

$$\psi'' = -W'\psi - W\psi' = (W^2 - W')\,\psi = (V + A^2)\,\psi ,$$

which is $-\psi'' + V\psi = -A^2\psi$. As an exponential of a real number, $\psi$ is positive. No sign of $A$ or $B$ has been used so far.

Now let $A, B > 0$ and $x_0 = \log(B/A)$, so that $B = Ae^{x_0}$ and $Be^{-x} = Ae^{x_0 - x}$. Then

$$W(x) = A\left(1 - e^{x_0 - x}\right).$$

Since $A \ne 0$ and $\psi \ne 0$, the product $\psi' = -W\psi$ vanishes exactly when $e^{x_0 - x} = 1$, that is at $x = x_0$. This point is the strict global maximum. With $f = \log\psi$ and $t = x_0 - x$,

$$f(x_0) - f(x) = (-Ax_0 - A) - (-Ax - Ae^{t}) = A\left(e^{t} - 1 - t\right),$$

which is positive for $t \ne 0$ because $e^t > 1 + t$ there.

For integrability write $\psi_{A,B}$ to show the parameters. On the right, $Be^{-x} > 0$ gives $\psi_{A,B} \le e^{-Ax}$, which is integrable on $(0, \infty)$. On the left, $\psi_{A,B} = e^{x}\,\psi_{A+1,B}$, and $\psi_{A+1,B}$ is bounded by its peak value $M$, so $\psi_{A,B} \le Me^{x}$, which is integrable on $(-\infty, 0]$. Doubling the exponent gives $\psi_{A,B}^2 = \psi_{2A,2B}$, and the same argument with doubled parameters shows that $\psi^2$ is integrable.

For the energy bound take any continuously differentiable $\varphi$. The Riccati identity completes the square:

$$\varphi'^2 + (V + A^2)\varphi^2 = \varphi'^2 + W^2\varphi^2 - W'\varphi^2 = (\varphi' + W\varphi)^2 - \left(W'\varphi^2 + 2W\varphi\varphi'\right).$$

The last bracket is $(W\varphi^2)'$, so integration from $a$ to $b$ gives

$$\int_a^b \left(\varphi'^2 + (V + A^2)\varphi^2\right) dx = \int_a^b (\varphi' + W\varphi)^2\, dx - \left[W\varphi^2\right]_a^b .$$

If $a \le b$ and $\varphi(a) = \varphi(b) = 0$, the boundary term vanishes and the remaining integral is non-negative, hence

$$\int_a^b \left(\varphi'^2 + V\varphi^2\right) dx \;\ge\; -A^2 \int_a^b \varphi^2\, dx .$$

### The Lean file

```lean
import Mathlib

open MeasureTheory Set Filter

namespace MorseGroundState

noncomputable section

/-- The Morse potential `V(x) = B² exp(-2x) - B (2A + 1) exp(-x)`. -/
def potential (A B x : ℝ) : ℝ :=
  B ^ 2 * Real.exp (-2 * x) - B * (2 * A + 1) * Real.exp (-x)

/-- The Morse Hamiltonian `H φ = -φ'' + V φ` in units with `ħ² / 2m = 1`. -/
def hamiltonian (A B : ℝ) (φ : ℝ → ℝ) (x : ℝ) : ℝ :=
  -deriv (deriv φ) x + potential A B x * φ x

/-- The superpotential `W(x) = A - B exp(-x)`. -/
def superpotential (A B x : ℝ) : ℝ :=
  A - B * Real.exp (-x)

/-- The wave function `ψ(x) = exp(-A x - B exp(-x))`. -/
def psi (A B x : ℝ) : ℝ :=
  Real.exp (-A * x - B * Real.exp (-x))

/-- The superpotential has derivative `W'(x) = B exp(-x)`. -/
theorem hasDerivAt_superpotential (A B x : ℝ) :
    HasDerivAt (superpotential A B) (B * Real.exp (-x)) x := by
  have h1 : HasDerivAt (fun y : ℝ => -y) (-1) x := hasDerivAt_neg x
  have h2 : HasDerivAt (fun y : ℝ => A - B * Real.exp (-y))
      (-(B * (Real.exp (-x) * -1))) x := (h1.exp.const_mul B).const_sub A
  exact h2.congr_deriv (by ring)

/-- The Riccati relation `V + A² = W² - W'` between potential and superpotential. -/
theorem riccati (A B x : ℝ) :
    potential A B x + A ^ 2
      = superpotential A B x ^ 2 - deriv (superpotential A B) x := by
  rw [(hasDerivAt_superpotential A B x).deriv]
  have h : Real.exp (-2 * x) = Real.exp (-x) ^ 2 := by
    rw [sq, ← Real.exp_add]
    congr 1
    ring
  unfold potential superpotential
  rw [h]
  ring

/-- The wave function `ψ` is strictly positive everywhere. -/
theorem psi_pos (A B x : ℝ) : 0 < psi A B x :=
  Real.exp_pos _

/-- The wave function obeys the first-order equation `ψ' = -W ψ`. -/
theorem hasDerivAt_psi (A B x : ℝ) :
    HasDerivAt (psi A B) (-(superpotential A B x * psi A B x)) x := by
  have h1 : HasDerivAt (fun y : ℝ => -y) (-1) x := hasDerivAt_neg x
  have h2 : HasDerivAt (fun y : ℝ => -A * y - B * Real.exp (-y))
      (-A * 1 - B * (Real.exp (-x) * -1)) x :=
    ((hasDerivAt_id' x).const_mul (-A)).fun_sub (h1.exp.const_mul B)
  have h3 : HasDerivAt (psi A B)
      (psi A B x * (-A * 1 - B * (Real.exp (-x) * -1))) x := h2.exp
  exact h3.congr_deriv (by unfold superpotential; ring)

/-- The derivative `ψ'` is differentiable, with `ψ'' = (V + A²) ψ`. -/
theorem hasDerivAt_deriv_psi (A B x : ℝ) :
    HasDerivAt (deriv (psi A B)) ((potential A B x + A ^ 2) * psi A B x) x := by
  have e : deriv (psi A B) = fun y => -(superpotential A B y * psi A B y) :=
    funext fun y => (hasDerivAt_psi A B y).deriv
  rw [e]
  -- differentiate `-W ψ` and use the Riccati relation
  have h := ((hasDerivAt_superpotential A B x).fun_mul (hasDerivAt_psi A B x)).fun_neg
  refine h.congr_deriv ?_
  rw [riccati, (hasDerivAt_superpotential A B x).deriv]
  ring

/-- For `A, B > 0` the superpotential is `W(x) = A (1 - exp(x₀ - x))` with
`x₀ = log (B / A)`. -/
theorem superpotential_centered {A B : ℝ} (hA : 0 < A) (hB : 0 < B) (x : ℝ) :
    superpotential A B x = A * (1 - Real.exp (Real.log (B / A) - x)) := by
  have hA' : A ≠ 0 := hA.ne'
  have hAB : A * (B / A) = B := by field_simp
  unfold superpotential
  rw [sub_eq_add_neg (Real.log (B / A)) x, Real.exp_add, Real.exp_log (div_pos hB hA)]
  linear_combination (Real.exp (-x)) * hAB

/-- For `A, B > 0` the derivative `ψ'(x)` vanishes exactly at `x = log (B / A)`. -/
theorem deriv_psi_eq_zero_iff {A B : ℝ} (hA : 0 < A) (hB : 0 < B) (x : ℝ) :
    deriv (psi A B) x = 0 ↔ x = Real.log (B / A) := by
  rw [(hasDerivAt_psi A B x).deriv, superpotential_centered hA hB]
  constructor
  · intro h
    have h1 : A * (1 - Real.exp (Real.log (B / A) - x)) * psi A B x = 0 :=
      neg_eq_zero.mp h
    rcases mul_eq_zero.mp h1 with h2 | h2
    · rcases mul_eq_zero.mp h2 with h3 | h3
      · exact absurd h3 hA.ne'
      · have h4 : Real.exp (Real.log (B / A) - x) = Real.exp 0 := by
          rw [Real.exp_zero]
          linarith
        have h5 := Real.exp_eq_exp.mp h4
        linarith
    · exact absurd h2 (psi_pos A B x).ne'
  · intro h
    simp only [h, sub_self, Real.exp_zero, mul_zero, zero_mul, neg_zero]

/-- For `A, B > 0` the wave function has its strict global maximum at `x = log (B / A)`. -/
theorem psi_lt_peak {A B : ℝ} (hA : 0 < A) (hB : 0 < B) {x : ℝ}
    (hx : x ≠ Real.log (B / A)) : psi A B x < psi A B (Real.log (B / A)) := by
  have h1 := superpotential_centered hA hB x
  have h0 := superpotential_centered hA hB (Real.log (B / A))
  simp only [sub_self, Real.exp_zero, mul_zero] at h0
  unfold superpotential at h1 h0
  -- `1 + t < exp t` for `t = x₀ - x ≠ 0`
  have ht := Real.add_one_lt_exp (sub_ne_zero.mpr (Ne.symm hx))
  have hm := mul_pos hA (sub_pos.mpr ht)
  unfold psi
  apply Real.exp_lt_exp.mpr
  nlinarith [h1, h0, hm]

/-- For `A, B > 0` the wave function is integrable over the whole line. -/
theorem integrable_psi {A B : ℝ} (hA : 0 < A) (hB : 0 < B) : Integrable (psi A B) := by
  have hcont : Continuous (psi A B) :=
    continuous_iff_continuousAt.mpr fun x => (hasDerivAt_psi A B x).continuousAt
  have hA1 : 0 < A + 1 := by linarith
  obtain ⟨M, hM⟩ : ∃ M : ℝ, ∀ x, psi (A + 1) B x ≤ M := by
    refine ⟨psi (A + 1) B (Real.log (B / (A + 1))), fun x => ?_⟩
    by_cases hx : x = Real.log (B / (A + 1))
    · rw [hx]
    · exact (psi_lt_peak hA1 hB hx).le
  -- decay to the left: `ψ = ψ_{A+1} exp x ≤ M exp x`
  have hb1 : ∀ x, ‖psi A B x‖ ≤ M * Real.exp x := by
    intro x
    have hfac : psi A B x = psi (A + 1) B x * Real.exp x := by
      unfold psi
      rw [← Real.exp_add]
      congr 1
      ring
    rw [Real.norm_of_nonneg (psi_pos A B x).le, hfac]
    exact mul_le_mul_of_nonneg_right (hM x) (Real.exp_pos x).le
  -- decay to the right: `ψ ≤ exp (-A x)`
  have hb2 : ∀ x, ‖psi A B x‖ ≤ Real.exp (-A * x) := by
    intro x
    rw [Real.norm_of_nonneg (psi_pos A B x).le]
    unfold psi
    have hp := mul_pos hB (Real.exp_pos (-x))
    exact Real.exp_le_exp.mpr (by linarith)
  have hl : IntegrableOn (psi A B) (Iic 0) :=
    Integrable.mono' (Integrable.const_mul (integrableOn_exp_Iic 0) M)
      hcont.aestronglyMeasurable (Eventually.of_forall hb1)
  have hr : IntegrableOn (psi A B) (Ioi 0) :=
    Integrable.mono' (exp_neg_integrableOn_Ioi 0 hA)
      hcont.aestronglyMeasurable (Eventually.of_forall hb2)
  have h := hl.union hr
  rwa [Set.Iic_union_Ioi, integrableOn_univ] at h

/-- For `A, B > 0` the function `ψ` solves `H ψ = -A² ψ`, is positive, has vanishing
derivative exactly at `x = log (B / A)`, and `ψ²` is integrable over the line. -/
theorem morse_ground_state {A B : ℝ} (hA : 0 < A) (hB : 0 < B) :
    (∀ x, hamiltonian A B (psi A B) x = -A ^ 2 * psi A B x) ∧
    (∀ x, 0 < psi A B x) ∧
    (∀ x, deriv (psi A B) x = 0 ↔ x = Real.log (B / A)) ∧
    Integrable (fun x => psi A B x ^ 2) := by
  refine ⟨fun x => ?_, psi_pos A B, deriv_psi_eq_zero_iff hA hB, ?_⟩
  · unfold hamiltonian
    rw [(hasDerivAt_deriv_psi A B x).deriv]
    ring
  · -- the square is the same function with doubled parameters
    have e : (fun x => psi A B x ^ 2) = psi (2 * A) (2 * B) := by
      funext x
      unfold psi
      rw [sq, ← Real.exp_add]
      congr 1
      ring
    rw [e]
    exact integrable_psi (by linarith) (by linarith)

/-- For a continuously differentiable `φ`, the integral of `φ'² + (V + A²) φ²` from `a` to `b`
equals the integral of `(φ' + W φ)²` minus the boundary term `[W φ²]`. -/
theorem energy_factorisation (A B a b : ℝ) (φ φ' : ℝ → ℝ)
    (hφ : ∀ x, HasDerivAt φ (φ' x) x) (hφ' : Continuous φ') :
    (∫ x in a..b, (φ' x ^ 2 + (potential A B x + A ^ 2) * φ x ^ 2))
      = (∫ x in a..b, (φ' x + superpotential A B x * φ x) ^ 2)
        - (superpotential A B b * φ b ^ 2 - superpotential A B a * φ a ^ 2) := by
  have hc : Continuous φ :=
    continuous_iff_continuousAt.mpr fun x => (hφ x).continuousAt
  have hsq : ∀ x, HasDerivAt (fun y => φ y ^ 2) (2 * φ x * φ' x) x := by
    intro x
    have e : (fun y => φ y ^ 2) = fun y => φ y * φ y := by
      funext y
      ring
    rw [e]
    exact ((hφ x).fun_mul (hφ x)).congr_deriv (by ring)
  have hd : ∀ x, HasDerivAt (fun y => superpotential A B y * φ y ^ 2)
      (B * Real.exp (-x) * φ x ^ 2 + superpotential A B x * (2 * φ x * φ' x)) x :=
    fun x => (hasDerivAt_superpotential A B x).fun_mul (hsq x)
  have hc1 : Continuous fun x => (φ' x + superpotential A B x * φ x) ^ 2 := by
    unfold superpotential
    fun_prop
  have hc2 : Continuous fun x =>
      B * Real.exp (-x) * φ x ^ 2 + superpotential A B x * (2 * φ x * φ' x) := by
    unfold superpotential
    fun_prop
  have hi1 : IntervalIntegrable (fun x => (φ' x + superpotential A B x * φ x) ^ 2)
      volume a b := hc1.intervalIntegrable a b
  have hi2 : IntervalIntegrable (fun x =>
      B * Real.exp (-x) * φ x ^ 2 + superpotential A B x * (2 * φ x * φ' x))
      volume a b := hc2.intervalIntegrable a b
  -- the total derivative `(W φ²)'` integrates to the boundary term
  have hFTC : (∫ x in a..b,
      (B * Real.exp (-x) * φ x ^ 2 + superpotential A B x * (2 * φ x * φ' x)))
      = superpotential A B b * φ b ^ 2 - superpotential A B a * φ a ^ 2 :=
    intervalIntegral.integral_eq_sub_of_hasDerivAt (fun x _ => hd x) hi2
  -- completing the square with the Riccati relation
  have key : ∀ x, φ' x ^ 2 + (potential A B x + A ^ 2) * φ x ^ 2
      = (φ' x + superpotential A B x * φ x) ^ 2
        - (B * Real.exp (-x) * φ x ^ 2 + superpotential A B x * (2 * φ x * φ' x)) := by
    intro x
    rw [riccati, (hasDerivAt_superpotential A B x).deriv]
    ring
  calc (∫ x in a..b, (φ' x ^ 2 + (potential A B x + A ^ 2) * φ x ^ 2))
      = ∫ x in a..b, ((φ' x + superpotential A B x * φ x) ^ 2
          - (B * Real.exp (-x) * φ x ^ 2 + superpotential A B x * (2 * φ x * φ' x))) :=
        intervalIntegral.integral_congr fun x _ => key x
    _ = (∫ x in a..b, (φ' x + superpotential A B x * φ x) ^ 2)
          - (∫ x in a..b,
            (B * Real.exp (-x) * φ x ^ 2 + superpotential A B x * (2 * φ x * φ' x))) :=
        intervalIntegral.integral_sub hi1 hi2
    _ = _ := by rw [hFTC]

/-- For a continuously differentiable trial function vanishing at `a ≤ b`, the energy
`∫ (φ'² + V φ²)` over `[a, b]` is at least `-A² ∫ φ²`. -/
theorem energy_lower_bound (A B a b : ℝ) (hab : a ≤ b) (φ φ' : ℝ → ℝ)
    (hφ : ∀ x, HasDerivAt φ (φ' x) x) (hφ' : Continuous φ')
    (ha : φ a = 0) (hb : φ b = 0) :
    -A ^ 2 * (∫ x in a..b, φ x ^ 2)
      ≤ ∫ x in a..b, (φ' x ^ 2 + potential A B x * φ x ^ 2) := by
  have hc : Continuous φ :=
    continuous_iff_continuousAt.mpr fun x => (hφ x).continuousAt
  have hid := energy_factorisation A B a b φ φ' hφ hφ'
  have hz : superpotential A B b * φ b ^ 2 - superpotential A B a * φ a ^ 2 = 0 := by
    rw [ha, hb]
    ring
  have hnn : 0 ≤ ∫ x in a..b, (φ' x + superpotential A B x * φ x) ^ 2 :=
    intervalIntegral.integral_nonneg hab fun x _ => sq_nonneg _
  have hc1 : Continuous fun x => φ' x ^ 2 + potential A B x * φ x ^ 2 := by
    unfold potential
    fun_prop
  have hc2 : Continuous fun x => A ^ 2 * φ x ^ 2 := by fun_prop
  have hi1 : IntervalIntegrable (fun x => φ' x ^ 2 + potential A B x * φ x ^ 2)
      volume a b := hc1.intervalIntegrable a b
  have hi2 : IntervalIntegrable (fun x => A ^ 2 * φ x ^ 2) volume a b :=
    hc2.intervalIntegrable a b
  have key : ∀ x, φ' x ^ 2 + (potential A B x + A ^ 2) * φ x ^ 2
      = (φ' x ^ 2 + potential A B x * φ x ^ 2) + A ^ 2 * φ x ^ 2 := by
    intro x
    ring
  have h1 : (∫ x in a..b, (φ' x ^ 2 + (potential A B x + A ^ 2) * φ x ^ 2))
      = ∫ x in a..b, ((φ' x ^ 2 + potential A B x * φ x ^ 2) + A ^ 2 * φ x ^ 2) :=
    intervalIntegral.integral_congr fun x _ => key x
  have h2 : (∫ x in a..b, ((φ' x ^ 2 + potential A B x * φ x ^ 2) + A ^ 2 * φ x ^ 2))
      = (∫ x in a..b, (φ' x ^ 2 + potential A B x * φ x ^ 2))
        + (∫ x in a..b, A ^ 2 * φ x ^ 2) :=
    intervalIntegral.integral_add hi1 hi2
  have h3 : (∫ x in a..b, A ^ 2 * φ x ^ 2) = A ^ 2 * (∫ x in a..b, φ x ^ 2) :=
    intervalIntegral.integral_const_mul _ _
  linarith

end

end MorseGroundState
```

```lean
#print axioms MorseGroundState.morse_ground_state
#print axioms MorseGroundState.energy_lower_bound
```

```
'MorseGroundState.morse_ground_state' depends on axioms: [propext, Classical.choice, Quot.sound]
'MorseGroundState.energy_lower_bound' depends on axioms: [propext, Classical.choice, Quot.sound]
```

### What the theorems state

`morse_ground_state` assumes `0 < A` and `0 < B` and concludes four things: the eigenvalue equation at every real $x$, positivity at every $x$, the equivalence `deriv (psi A B) x = 0 ↔ x = Real.log (B / A)`, and Lebesgue integrability of $\psi^2$ over the whole line. The expression `-A ^ 2` parses as $-(A^2)$. The strict maximum is not one of the four conjuncts; it is the separate theorem `psi_lt_peak`. Mathlib's `deriv` returns $0$ at a point where a function is not differentiable, so `hamiltonian` has its physical meaning only for twice differentiable arguments; `hasDerivAt_psi` and `hasDerivAt_deriv_psi` show that $\psi$ is one.

In `energy_factorisation` and `energy_lower_bound` the trial function comes as a pair `φ φ'`. The hypothesis `hφ` says that `φ'` is the derivative of `φ` at every real point and `hφ'` says that it is continuous, so $\varphi$ is of class $C^1$ on the whole line. The energy is taken as the quadratic form $\int (\varphi'^2 + V\varphi^2)$, which needs no second derivative. Both theorems hold for all real $A$ and $B$. The identity holds for any $a$ and $b$, with the oriented integral; the bound adds `hab`, `ha` and `hb`. The function $\psi$ is not itself an admissible trial function, since it vanishes nowhere, and no theorem says that the constant $-A^2$ is the best possible.

### How the proof follows the hand calculation

`hasDerivAt_superpotential` and `hasDerivAt_psi` are chain-rule computations: the derivative is assembled from `hasDerivAt_neg`, `.exp` and `.const_mul`, and `congr_deriv` brings it to the stated form. `riccati` inserts the derivative $W'$ and rewrites $e^{-2x}$ as $(e^{-x})^2$, after which the identity is polynomial in $e^{-x}$ and `ring` closes it. `hasDerivAt_deriv_psi` replaces `deriv (psi A B)` by the function $-W\psi$, applies the product rule `fun_mul`, and matches the result to $(V + A^2)\psi$ through `riccati`.

`superpotential_centered` uses `Real.exp_log`, which needs $B/A > 0$. In `deriv_psi_eq_zero_iff`, two applications of `mul_eq_zero` split $A(1 - e^{x_0 - x})\psi = 0$ into three cases; $A = 0$ and $\psi = 0$ are excluded, and injectivity of the exponential settles the third. In `psi_lt_peak`, `h1` and `h0` encode $Be^{-x} = Ae^{t}$ and $Be^{-x_0} = A$, `hm` is the positivity of $A(e^t - (t + 1))$ from `Real.add_one_lt_exp`, and `nlinarith` combines them into the comparison of exponents.

`integrable_psi` takes $M$ from `psi_lt_peak` at $A + 1$. The bounds `hb1` and `hb2` are the two exponential majorants, `Integrable.mono'` carries out the comparison on `Iic 0` and `Ioi 0`, and the union of these half-lines is $\mathbb{R}$. The main theorem collects the lemmas and rewrites the square as `psi (2 * A) (2 * B)`.

In `energy_factorisation`, `hd` is the product rule for $W\varphi^2$, `hFTC` is the fundamental theorem of calculus applied to it, and `key` is the completed square. Continuity of the integrands makes them integrable on the interval, which permits splitting the integral. `energy_lower_bound` removes the boundary term in `hz`, gets non-negativity in `hnn`, which is where `hab` enters, separates $A^2\int\varphi^2$ in `h1` to `h3`, and ends with `linarith`.

### Remarks

The sign conditions cannot simply be removed from the last two conjuncts. For $B = 0$ and $A > 0$ one has $\psi = e^{-Ax}$, which has no stationary point and grows as $x \to -\infty$. For $A = 0$ and $B > 0$, $\psi \to 1$ as $x \to \infty$, so $\psi^2$ is not integrable. The boundary conditions matter too: for $A, B > 0$ the minimum of $V$ is $-(A + \tfrac12)^2 < -A^2$, and the constant $\varphi = 1$ on a short interval around that minimum violates the inequality.

These counter-examples and the following points are hand arguments that the file does not formalise. With $D = (A + \tfrac12)^2$ and $x_e = \log\big(B/(A + \tfrac12)\big)$ the potential takes the familiar form $D\left(e^{-2(x - x_e)} - 2e^{-(x - x_e)}\right)$, so $A > 0$ corresponds to $D > \tfrac14$. The peak $x_0$ lies to the right of $x_e$, on the dissociation side. The energy $-A^2$ lies $A + \tfrac14$ above the minimum, which is $\tfrac14$ less than the value $\sqrt{D} = A + \tfrac12$ of the harmonic approximation. Identifying $-A^2$ as the lowest point of the spectrum would further require a self-adjoint realisation of $H$ on complex $L^2(\mathbb{R})$ with $\psi$ in its domain, and an approximation argument extending the bound from compactly supported trial functions to its form domain. Excited states and the continuum are not treated.
